# A real four-momentum, written as a 2×2 matrix, is the outer product of a two-component spinor with itself exactly when it is null with non-negative energy

## Momentum as a 2×2 matrix

Let $E$ be the energy of a particle and $x=(x_0,x_1,x_2)\in\mathbb R^3$ its momentum, in units where the speed of light is 1. The components are numbered from zero, so $x_2$ is the component usually called $x_3$ or $p_z$. With the Pauli matrices $\sigma_0,\sigma_1,\sigma_2$ numbered in the same way (so $\sigma_0$ is the usual $\sigma_x$, not the identity), put

$$P=E\,\mathbb 1+x\cdot\sigma=\begin{pmatrix}E+x_2 & x_0-ix_1\\ x_0+ix_1 & E-x_2\end{pmatrix}.$$

Its determinant is the Minkowski square,

$$\det P=(E+x_2)(E-x_2)-(x_0-ix_1)(x_0+ix_1)=E^2-x\cdot x .$$

A massless particle has $E^2=x\cdot x$, so its matrix $P$ is singular. The question is when $P$ can be written as $\psi\psi^\dagger$ with a single $\psi=(\psi_0,\psi_1)\in\mathbb C^2$.

## The factorization criterion

For real $E$ and $x$,

$$P=\psi\psi^\dagger\ \text{for some }\psi\in\mathbb C^2\iff E\ge 0\ \text{and}\ E^2=x\cdot x .$$

The equation $P=\psi\psi^\dagger$ stands for four scalar equations:

$$|\psi_0|^2=E+x_2,\quad \psi_0\bar\psi_1=x_0-ix_1,\quad \psi_1\bar\psi_0=x_0+ix_1,\quad |\psi_1|^2=E-x_2 .$$

**From spinor to null momentum.** The determinant of $\psi\psi^\dagger$ is $\psi_0\bar\psi_0\psi_1\bar\psi_1-\psi_0\bar\psi_1\psi_1\bar\psi_0=0$, hence $E^2=x\cdot x$. Adding the diagonal equations gives $2E=|\psi_0|^2+|\psi_1|^2\ge0$.

**From null momentum to spinor.** Since $x_2^2\le x\cdot x=E^2$ and $E\ge0$, we have $E+x_2\ge0$. If $E+x_2>0$, set $s=\sqrt{E+x_2}$ and

$$\psi=\left(s,\ \frac{x_0+ix_1}{s}\right).$$

The first three equations are immediate. The fourth uses the null condition:

$$|\psi_1|^2=\frac{x_0^2+x_1^2}{E+x_2}=\frac{E^2-x_2^2}{E+x_2}=E-x_2 .$$

If $E+x_2=0$, then $x_2=-E$, and the null condition leaves $x_0^2+x_1^2=0$. So $x_0=x_1=0$, $P=\mathrm{diag}(0,2E)$, and $\psi=(0,\sqrt{2E})$ works. This case includes zero momentum, where $\psi=0$.

These spinors have $\psi^\dagger\psi=2E$. For $E>0$ the normalised spinor is $\psi/\sqrt{2E}$.

## Phase freedom and the Weyl equation

Suppose $\psi\psi^\dagger=\varphi\varphi^\dagger$, that is, $\psi_i\bar\psi_j=\varphi_i\bar\varphi_j$ for all $i,j$. If $\psi=0$, the diagonal entries give $\varphi=0$, and the phase $1$ serves. Otherwise choose $k$ with $\psi_k\ne0$. Then $|\psi_k|=|\varphi_k|$, so $c=\varphi_k/\psi_k$ has modulus one. Moreover,

$$\varphi_i\bar\varphi_k\psi_k=\psi_i\bar\psi_k\psi_k=\psi_i\varphi_k\bar\varphi_k ,$$

and cancelling $\bar\varphi_k$ gives $\varphi_i=c\,\psi_i$. Conversely, a phase drops out because $c\bar c=1$.

A spinor that factors $P$ also satisfies $(x\cdot\sigma)\psi=E\psi$. For the upper component, the fourth and second scalar equations give

$$(E-x_2)\psi_0=\psi_1\bar\psi_1\psi_0=(x_0-ix_1)\psi_1 ,$$

which rearranges to $x_2\psi_0+(x_0-ix_1)\psi_1=E\psi_0$. The lower component follows in the same way from the first and third. With this sign, a non-zero solution with $E>0$ has positive helicity.

In a non-interacting, isotropic, linearised model of a Weyl node of positive chirality in a band structure, let $x$ be the crystal momentum and $E$ the energy, both measured from the node. Then $x\cdot\sigma$ is the Hamiltonian in suitable units and a suitable basis of the two states that cross at the node, and for $x\ne0$ the vector $\psi$ is an unnormalised Bloch spinor of the upper band. A node of the opposite chirality has the Hamiltonian $-x\cdot\sigma$.

## The statements in Lean

The energy $E$ is the real number `x0`, while `x 0`, `x 1` and `x 2` are the components of `x : Fin 3 → ℝ`; the space matters. `sigmaDot x` is $x\cdot\sigma$, `momentumMatrix x0 x` is $P$, and `spinorOuter ψ` has entries $\psi_i\bar\psi_j$. The expression `x ⬝ᵥ x` is the Euclidean square of the momentum.

- `factors_iff_null` is the criterion. Its only assumption is that energy and momentum are real.
- `explicit_spinor` gives the formula for $\psi$ under the hypotheses `0 < x0 + x 2` and `x0 ^ 2 = x ⬝ᵥ x`.
- `spinorOuter_eq_iff_phase` is the phase statement, for vectors over any index type, finite or infinite.
- `weyl_equation` assumes the factorization and concludes the eigenvalue equation.

In the code $\psi$ is simply a pair of complex numbers. Calling it a Weyl spinor adds its Lorentz transformation law, $\psi\mapsto A\psi$ with $A\in SL(2,\mathbb C)$, under which $P\mapsto APA^\dagger$.

```lean
import Mathlib

open Matrix ComplexConjugate

namespace NullMomentumSpinor

noncomputable section

/-- The three Pauli matrices. -/
def pauli : Fin 3 → Matrix (Fin 2) (Fin 2) ℂ :=
  ![!![0, 1; 1, 0], !![0, -Complex.I; Complex.I, 0], !![1, 0; 0, -1]]

/-- The matrix `x·σ` of a real three-vector `x`. -/
def sigmaDot (x : Fin 3 → ℝ) : Matrix (Fin 2) (Fin 2) ℂ :=
  ∑ i, (x i : ℂ) • pauli i

/-- The matrix `x0 + x·σ` of a real four-momentum `(x0, x)`. -/
def momentumMatrix (x0 : ℝ) (x : Fin 3 → ℝ) : Matrix (Fin 2) (Fin 2) ℂ :=
  (x0 : ℂ) • (1 : Matrix (Fin 2) (Fin 2) ℂ) + sigmaDot x

/-- The outer product `ψ ψ†` of a complex vector with itself. -/
def spinorOuter {n : Type*} (ψ : n → ℂ) : Matrix n n ℂ :=
  Matrix.vecMulVec ψ (star ψ)

/-- The entries of `x·σ`. -/
theorem sigmaDot_eq (x : Fin 3 → ℝ) :
    sigmaDot x = !![(x 2 : ℂ), x 0 - x 1 * Complex.I;
      x 0 + x 1 * Complex.I, -(x 2 : ℂ)] := by
  ext i j
  fin_cases i <;> fin_cases j <;>
    simp [sigmaDot, pauli, Fin.sum_univ_three]
  ring

/-- The entries of `x0 + x·σ`. -/
theorem momentumMatrix_eq (x0 : ℝ) (x : Fin 3 → ℝ) :
    momentumMatrix x0 x = !![(x0 : ℂ) + x 2, x 0 - x 1 * Complex.I;
      x 0 + x 1 * Complex.I, (x0 : ℂ) - x 2] := by
  ext i j
  fin_cases i <;> fin_cases j <;>
    simp [momentumMatrix, sigmaDot_eq]
  ring

/-- The determinant of `x0 + x·σ` is the Minkowski square `x0² - x·x`. -/
theorem det_momentumMatrix (x0 : ℝ) (x : Fin 3 → ℝ) :
    (momentumMatrix x0 x).det = ((x0 ^ 2 - x ⬝ᵥ x : ℝ) : ℂ) := by
  rw [momentumMatrix_eq, Matrix.det_fin_two_of]
  simp only [dotProduct, Fin.sum_univ_three]
  push_cast
  linear_combination (x 1 : ℂ) ^ 2 * Complex.I_sq

/-- The factorization `ψ ψ† = x0 + x·σ`, written as four equations between
the components of the spinor and of the momentum. -/
theorem spinorOuter_eq_iff (ψ : Fin 2 → ℂ) (x0 : ℝ) (x : Fin 3 → ℝ) :
    spinorOuter ψ = momentumMatrix x0 x ↔
      ψ 0 * conj (ψ 0) = (x0 : ℂ) + x 2 ∧
      ψ 0 * conj (ψ 1) = x 0 - x 1 * Complex.I ∧
      ψ 1 * conj (ψ 0) = x 0 + x 1 * Complex.I ∧
      ψ 1 * conj (ψ 1) = (x0 : ℂ) - x 2 := by
  rw [momentumMatrix_eq]
  constructor
  · intro h
    exact ⟨congrFun (congrFun h 0) 0, congrFun (congrFun h 0) 1,
      congrFun (congrFun h 1) 0, congrFun (congrFun h 1) 1⟩
  · rintro ⟨h1, h2, h3, h4⟩
    ext i j
    fin_cases i <;> fin_cases j
    exacts [h1, h2, h3, h4]

/-- An explicit spinor for a null momentum with `x0 + x₃ > 0`
(the third component of `x` is `x 2` in the code). -/
theorem explicit_spinor (x0 : ℝ) (x : Fin 3 → ℝ) (hpos : 0 < x0 + x 2)
    (hnull : x0 ^ 2 = x ⬝ᵥ x) :
    spinorOuter ![((√(x0 + x 2) : ℝ) : ℂ),
      (x 0 + x 1 * Complex.I) / ((√(x0 + x 2) : ℝ) : ℂ)] = momentumMatrix x0 x := by
  have hr : x0 ^ 2 = x 0 ^ 2 + x 1 ^ 2 + x 2 ^ 2 := by
    rw [hnull]
    simp only [dotProduct, Fin.sum_univ_three]
    ring
  have hn : (x0 : ℂ) ^ 2 = (x 0 : ℂ) ^ 2 + (x 1 : ℂ) ^ 2 + (x 2 : ℂ) ^ 2 := by
    exact_mod_cast hr
  have hs : ((√(x0 + x 2) : ℝ) : ℂ) * ((√(x0 + x 2) : ℝ) : ℂ) = (x0 : ℂ) + x 2 := by
    rw [← Complex.ofReal_mul, Real.mul_self_sqrt hpos.le, Complex.ofReal_add]
  have hs0 : ((√(x0 + x 2) : ℝ) : ℂ) ≠ 0 :=
    Complex.ofReal_ne_zero.2 (Real.sqrt_pos.2 hpos).ne'
  have hne : (x0 : ℂ) + x 2 ≠ 0 := by
    rw [← hs]
    exact mul_ne_zero hs0 hs0
  generalize √(x0 + x 2) = s at hs hs0 ⊢
  have hc : conj (((x 0 : ℂ) + x 1 * Complex.I) / (s : ℂ))
      = ((x 0 : ℂ) - x 1 * Complex.I) / (s : ℂ) := by
    simp only [map_div₀, map_add, map_mul, Complex.conj_ofReal, Complex.conj_I]
    ring
  refine (spinorOuter_eq_iff _ _ _).2 ⟨?_, ?_, ?_, ?_⟩
  · change (s : ℂ) * conj (s : ℂ) = _
    rw [Complex.conj_ofReal, hs]
  · change (s : ℂ) * conj (((x 0 : ℂ) + x 1 * Complex.I) / (s : ℂ)) = _
    rw [hc, ← mul_div_assoc, div_eq_iff hs0]
    ring
  · change ((x 0 : ℂ) + x 1 * Complex.I) / (s : ℂ) * conj (s : ℂ) = _
    rw [Complex.conj_ofReal, div_mul_eq_mul_div, div_eq_iff hs0]
  · -- the last entry is where the null condition enters
    change ((x 0 : ℂ) + x 1 * Complex.I) / (s : ℂ) *
      conj (((x 0 : ℂ) + x 1 * Complex.I) / (s : ℂ)) = _
    rw [hc, div_mul_div_comm, hs, div_eq_iff hne]
    linear_combination -hn - (x 1 : ℂ) ^ 2 * Complex.I_sq

/-- The matrix `x0 + x·σ` of a real four-momentum is an outer product `ψ ψ†` of a
two-component spinor if and only if `x0 ≥ 0` and `x0² = x·x`. -/
theorem factors_iff_null (x0 : ℝ) (x : Fin 3 → ℝ) :
    (∃ ψ : Fin 2 → ℂ, momentumMatrix x0 x = spinorOuter ψ) ↔
      0 ≤ x0 ∧ x0 ^ 2 = x ⬝ᵥ x := by
  constructor
  · rintro ⟨ψ, h⟩
    obtain ⟨h1, -, -, h4⟩ := (spinorOuter_eq_iff ψ x0 x).1 h.symm
    -- the diagonal entries are squared moduli
    have a : Complex.normSq (ψ 0) = x0 + x 2 := by
      rw [Complex.mul_conj] at h1
      exact_mod_cast h1
    have b : Complex.normSq (ψ 1) = x0 - x 2 := by
      rw [Complex.mul_conj] at h4
      exact_mod_cast h4
    -- an outer product has zero determinant
    have d : ((x0 ^ 2 - x ⬝ᵥ x : ℝ) : ℂ) = 0 := by
      rw [← det_momentumMatrix, h, Matrix.det_fin_two]
      simp only [spinorOuter, Matrix.vecMulVec_apply]
      ring
    have d' : x0 ^ 2 - x ⬝ᵥ x = 0 := Complex.ofReal_eq_zero.1 d
    exact ⟨by linarith [Complex.normSq_nonneg (ψ 0), Complex.normSq_nonneg (ψ 1)],
      by linarith⟩
  · rintro ⟨h0, hnull⟩
    have hr : x0 ^ 2 = x 0 ^ 2 + x 1 ^ 2 + x 2 ^ 2 := by
      rw [hnull]
      simp only [dotProduct, Fin.sum_univ_three]
      ring
    have hge : 0 ≤ x0 + x 2 := by
      by_contra hlt
      nlinarith [sq_nonneg (x 0), sq_nonneg (x 1)]
    rcases hge.lt_or_eq with hpos | hzero
    · exact ⟨_, (explicit_spinor x0 x hpos hnull).symm⟩
    · -- momentum zero or along the negative third axis
      have e2 : x 2 = -x0 := by linarith
      rw [e2] at hr
      have e0 : x 0 = 0 := by
        apply pow_eq_zero_iff (two_ne_zero) |>.1
        nlinarith [sq_nonneg (x 0), sq_nonneg (x 1)]
      have e1 : x 1 = 0 := by
        apply pow_eq_zero_iff (two_ne_zero) |>.1
        nlinarith [sq_nonneg (x 0), sq_nonneg (x 1)]
      refine ⟨![0, ((√(2 * x0) : ℝ) : ℂ)], ((spinorOuter_eq_iff _ _ _).2 ⟨?_, ?_, ?_, ?_⟩).symm⟩
      · simp [e2]
      · simp [e0, e1]
      · simp [e0, e1]
      · change ((√(2 * x0) : ℝ) : ℂ) * conj ((√(2 * x0) : ℝ) : ℂ) = _
        rw [Complex.conj_ofReal, ← Complex.ofReal_mul,
          Real.mul_self_sqrt (by linarith), e2]
        push_cast
        ring

/-- Two complex vectors have the same outer product if and only if they differ by
a phase. -/
theorem spinorOuter_eq_iff_phase {n : Type*} (ψ φ : n → ℂ) :
    spinorOuter ψ = spinorOuter φ ↔ ∃ c : ℂ, ‖c‖ = 1 ∧ φ = c • ψ := by
  constructor
  · intro h
    have e : ∀ i j, ψ i * conj (ψ j) = φ i * conj (φ j) :=
      fun i j => congrFun (congrFun h i) j
    by_cases hψ : ∃ k, ψ k ≠ 0
    · obtain ⟨k, hk⟩ := hψ
      have hnorm : ‖ψ k‖ = ‖φ k‖ := by
        have t := congrArg norm (e k k)
        simp only [norm_mul, RCLike.norm_conj] at t
        apply (sq_eq_sq₀ (norm_nonneg _) (norm_nonneg _)).1
        linarith [sq ‖ψ k‖, sq ‖φ k‖]
      have hφ : φ k ≠ 0 := by
        rw [← norm_ne_zero_iff, ← hnorm]
        exact norm_ne_zero_iff.2 hk
      -- the phase is read off from one non-zero component
      refine ⟨φ k / ψ k, ?_, ?_⟩
      · rw [norm_div, hnorm, div_self (norm_ne_zero_iff.2 hφ)]
      · funext i
        change φ i = φ k / ψ k * ψ i
        rw [div_mul_eq_mul_div, eq_div_iff hk]
        have hc : conj (φ k) ≠ 0 := (map_ne_zero _).2 hφ
        apply mul_right_cancel₀ hc
        linear_combination -(ψ k) * e i k + ψ i * e k k
    · have hz : ∀ i, ψ i = 0 := fun i => by
        by_contra hi
        exact hψ ⟨i, hi⟩
      refine ⟨1, norm_one, ?_⟩
      funext i
      have t := e i i
      rw [hz i, zero_mul] at t
      have hi : φ i = 0 := by simpa using t.symm
      simp [hi, hz i]
  · rintro ⟨c, hc, rfl⟩
    have hcc : c * conj c = 1 := by
      rw [Complex.mul_conj, Complex.normSq_eq_norm_sq, hc]
      norm_num
    ext i j
    change ψ i * conj (ψ j) = (c * ψ i) * conj (c * ψ j)
    rw [map_mul]
    linear_combination -(ψ i * conj (ψ j)) * hcc

/-- A spinor with `ψ ψ† = x0 + x·σ` solves the Weyl equation
`(x·σ) ψ = x0 ψ` in momentum space. -/
theorem weyl_equation (ψ : Fin 2 → ℂ) (x0 : ℝ) (x : Fin 3 → ℝ)
    (h : spinorOuter ψ = momentumMatrix x0 x) :
    sigmaDot x *ᵥ ψ = (x0 : ℂ) • ψ := by
  obtain ⟨h1, h2, h3, h4⟩ := (spinorOuter_eq_iff ψ x0 x).1 h
  rw [sigmaDot_eq]
  ext i
  fin_cases i
  · simp [Matrix.mulVec, dotProduct, Fin.sum_univ_two]
    linear_combination ψ 0 * h4 - ψ 1 * h2
  · simp [Matrix.mulVec, dotProduct, Fin.sum_univ_two]
    linear_combination ψ 1 * h1 - ψ 0 * h3

end

end NullMomentumSpinor
```

```lean
#print axioms NullMomentumSpinor.factors_iff_null
#print axioms NullMomentumSpinor.spinorOuter_eq_iff_phase
#print axioms NullMomentumSpinor.weyl_equation
```

```
'NullMomentumSpinor.factors_iff_null' depends on axioms: [propext, Classical.choice, Quot.sound]
'NullMomentumSpinor.spinorOuter_eq_iff_phase' depends on axioms: [propext, Classical.choice, Quot.sound]
'NullMomentumSpinor.weyl_equation' depends on axioms: [propext, Classical.choice, Quot.sound]
```

## From matrix entries to the spinor in the code

`sigmaDot_eq` and `momentumMatrix_eq` compute the matrices entry by entry. `det_momentumMatrix` then expands the determinant, with `Complex.I_sq` supplying $i^2=-1$. `spinorOuter_eq_iff` translates between the matrix equation and the four scalar equations, and is used in `explicit_spinor`, `factors_iff_null` and `weyl_equation`.

In `explicit_spinor`, the square root is replaced by a letter `s` once $s^2=E+x_2$ and $s\ne0$ are recorded. The four goals are the four scalar equations. Only the last uses `hn`, the null condition in complex form, and `linear_combination` carries out the cancellation shown above.

The forward half of `factors_iff_null` reads the diagonal entries as squared moduli (`a` and `b`) and obtains the null condition from the vanishing determinant (`d`). The reverse half first proves $E+x_2\ge0$ by contradiction: if $x_2<-E\le0$, then $x_2^2>E^2$, which `nlinarith` finds incompatible with the null condition. It then splits into the two cases of the derivation. In the second, `e0` and `e1` state that the transverse components vanish.

`spinorOuter_eq_iff_phase` splits on whether `ψ` has a non-zero component and reads the phase from that component. The cancellation of $\bar\varphi_k$ is the step `mul_right_cancel₀`. In `weyl_equation`, each `linear_combination` multiplies two of the scalar equations by spinor components and subtracts, as in the calculation for the upper component.
